# Becke's coordinate of a fixed point tends to −1 as the second nucleus recedes to infinity

Becke's coordinate of a point r relative to two distinct nuclei A and B is (r_A − r_B)/R_AB, the difference of the distances from r to the nuclei divided by the distance between them. The theorem `tendsto_mu` says that if r and A stay fixed while the second nucleus y goes to infinity, the coordinate tends to −1. The statement is purely geometric: the points lie in an arbitrary metric space, and "to infinity" means along the filter `cobounded X`, that is, eventually outside every bounded set. The proof squeezes the coordinate between −1 and −1 + 2r_A/R_Ay, where the upper bound comes from the triangle inequality and tends to −1 because R_Ay grows without bound.

The first attempt, which Lean rejects:

```lean
import Mathlib

open Filter Topology Bornology

namespace TendstoMu

noncomputable section

variable {X : Type*} [MetricSpace X]

/-- Becke's coordinate `(r_A - r_B) / R_AB` of the point `r` for two distinct nuclei
`A` and `B`. -/
def mu (r A B : X) : ℝ := (dist r A - dist r B) / dist A B

/-- For distinct nuclei the coordinate lies in `[-1,1]`. -/
theorem mu_mem (r : X) {A B : X} (h : A ≠ B) : mu r A B ∈ Set.Icc (-1 : ℝ) 1 := by
  have hD : 0 < dist A B := dist_pos.2 h
  have h1 := dist_triangle r A B
  have h2 := dist_triangle r B A
  rw [dist_comm B A] at h2
  unfold mu
  constructor
  · rw [le_div_iff₀ hD]; linarith
  · rw [div_le_iff₀ hD]; linarith

/-- As the nucleus `y` goes to infinity, the coordinate of a fixed point relative to the
pair of a fixed nucleus `A` and `y` tends to `-1`. -/
theorem tendsto_mu (r A : X) : Tendsto (fun y => mu r A y) (cobounded X) (𝓝 (-1)) := by
  have hd : Tendsto (fun y => dist A y) (cobounded X) atTop :=
    tendsto_dist_left_cobounded_atTop A
  have hup : Tendsto (fun y => -1 + 2 * dist r A / dist A y) (cobounded X) (𝓝 (-1)) := by
    have h := (tendsto_const_nhds (x := (-1 : ℝ))).add
      ((tendsto_const_nhds (x := 2 * dist r A)).div_atTop hd)
    rwa [add_zero] at h
  -- squeeze between -1 and -1 + 2 r_A / R_Ay
  refine tendsto_of_tendsto_of_tendsto_of_le_of_le' tendsto_const_nhds hup ?_ ?_
  · filter_upwards [hd.eventually_gt_atTop 0] with y hy
    exact (mu_mem r (dist_pos.1 hy)).1
  · filter_upwards [hd.eventually_gt_atTop 0] with y hy
    have h := dist_triangle A r y
    rw [dist_comm A r] at h
    unfold mu
    rw [div_le_iff₀ hy, add_mul, div_mul_cancel₀ _ hy.ne']
    linarith

end

end TendstoMu
```

The compiler's answer:

```
Main.lean:30:4: error(lean.unknownIdentifier): Unknown identifier `tendsto_dist_left_cobounded_atTop`
```

What went wrong. The message says that Lean knows nothing by the name `tendsto_dist_left_cobounded_atTop` at the place where it is used. The lemma is in Mathlib, but in the namespace `Metric`, so its full name is `Metric.tendsto_dist_left_cobounded_atTop`. The file opens `Filter`, `Topology` and `Bornology`, but not `Metric`, and so the short name does not resolve.

The lemma is wanted for `hd`, the fact that the distance from `A` to `y` tends to infinity as `y` does. The diff writes the name in full and changes nothing else. Lean then finds the lemma, and applied to `A` it proves `hd` as stated. The squeeze argument needed no change.

The repair, with which the file compiles:

```diff
@@ -28,5 +28,5 @@
 theorem tendsto_mu (r A : X) : Tendsto (fun y => mu r A y) (cobounded X) (𝓝 (-1)) := by
   have hd : Tendsto (fun y => dist A y) (cobounded X) atTop :=
-    tendsto_dist_left_cobounded_atTop A
+    Metric.tendsto_dist_left_cobounded_atTop A
   have hup : Tendsto (fun y => -1 + 2 * dist r A / dist A y) (cobounded X) (𝓝 (-1)) := by
     have h := (tendsto_const_nhds (x := (-1 : ℝ))).add
```
